# Origin independence of the Raman optical activity invariants for a symmetric polarizability

## Multipole tensors and the choice of origin

A chiral molecule scatters right and left circularly polarized light with slightly different Raman intensities. The difference comes from interference between the polarizability \(P\) and two smaller tensors: \(G\) (the tensor usually written \(G'\)), which couples the electric dipole to the magnetic dipole, and \(A\), which couples the electric dipole to the electric quadrupole. Magnetic dipoles and quadrupoles are defined relative to a molecular origin, so \(G\) and \(A\) change when the origin moves, whereas a measured intensity cannot. For a closed-shell molecule far from resonance and without a static magnetic field, \(P\) can be taken as real and symmetric, and under that hypothesis the contractions that enter the intensities of an isotropic sample are unchanged.

Cartesian indices take the values \(0,1,2\), and \(\varepsilon_{ikl}\) is the Levi-Civita symbol with \(\varepsilon_{012}=1\). Move the origin by a vector \(a\), so that every position \(r\) becomes \(r-a\). With \(\mu\) the electric dipole and \(q\) the charge of a particle, the traceless quadrupole \(\Theta_{lj}=\tfrac12\sum q\,(3r_lr_j-r^2\delta_{lj})\), summed over particles, becomes \(\Theta_{lj}-\tfrac32(a_l\mu_j+a_j\mu_l)+\delta_{lj}\,a\cdot\mu\), up to a constant without transition moments. The magnetic dipole \(m\) becomes \(m-\tfrac12\,a\times\dot\mu\), where \(\dot\mu\) is the dipole velocity. Carried into the response tensors, these changes read
\[
G\to G+wPX,\qquad A_{klj}\to A_{klj}-\tfrac32\,(a_lP_{kj}+a_jP_{kl})+\delta_{lj}(Pa)_k .
\]
Here \(X_{il}=\sum_k\varepsilon_{ikl}a_k\) is the antisymmetric matrix with \(Xv=a\times v\) for every vector \(v\). In \(G_{ij}\) the index \(i\) belongs to the electric dipole and \(j\) to the magnetic dipole; in \(A_{klj}\) the index \(k\) belongs to the dipole and \(l,j\) to the quadrupole. The constant \(w\) converts the dipole velocity back to the dipole: for light of angular frequency \(\omega\) its magnitude is \(\omega/2\), and its sign depends on the convention for \(G'\). The two laws are the starting point below, with \(w\) any real number.

## The invariants and what is claimed of them

For a real matrix \(Q\) put \(I(Q,A)=\sum_{ijkl}Q_{ij}\,\varepsilon_{ikl}A_{klj}\). The three invariants are
\[
\alpha G'=\tfrac19\operatorname{tr}P\operatorname{tr}G,\qquad \beta(G')^2=\tfrac12\big(3\operatorname{tr}(PG)-\operatorname{tr}P\operatorname{tr}G\big),\qquad \beta(A)^2=\tfrac{\omega}{2}\,I(P,A).
\]
The squares are part of the names, and both \(\beta\) quantities can be negative. The main claim is that for symmetric \(P\) the numbers \(\operatorname{tr}G\), \(\operatorname{tr}(PG)\) and \(I(P,A)\) survive the shift, and the three invariants with them.

## A trace against the cross-product matrix

For any real matrix \(S\),
\[
\operatorname{tr}(SX)=\sum_{ikl}S_{li}\,\varepsilon_{ikl}\,a_k=a_0(S_{12}-S_{21})+a_1(S_{20}-S_{02})+a_2(S_{01}-S_{10}).
\]
If \(S\) is symmetric every bracket vanishes. Conversely, if the trace vanishes for all \(a\), the three unit vectors set the brackets to zero in turn. So \(\operatorname{tr}(SX)=0\) for all \(a\) exactly when \(S\) is symmetric.

## How the two contractions move

Linearity of the trace gives, for any \(Q\) and \(P\),
\[
\operatorname{tr}\big(Q(G+wPX)\big)=\operatorname{tr}(QG)+w\operatorname{tr}(QPX).
\]
Now let \(P\) and \(Q\) be symmetric and insert the three terms of the shift of \(A\) into \(I(Q,A)\). In the first, a cyclic permutation gives \(\sum_l\varepsilon_{ikl}a_l=\sum_l\varepsilon_{kli}a_l=X_{ki}\), and \(P_{kj}=P_{jk}\), so
\[
-\tfrac32\sum_{ijkl}Q_{ij}\,\varepsilon_{ikl}\,a_lP_{kj}=-\tfrac32\sum_{ijk}Q_{ij}P_{jk}X_{ki}=-\tfrac32\operatorname{tr}(QPX).
\]
The second contains \(\sum_{kl}\varepsilon_{ikl}P_{kl}\), which is zero because \(P\) is symmetric. In the third, \(\delta_{lj}\) leaves \(\sum_{ijk}Q_{ij}\,\varepsilon_{ikj}(Pa)_k\), which is zero because \(Q\) is symmetric and \(\varepsilon_{ikj}\) is antisymmetric in \(i,j\). Hence \(I(Q,A)\) changes by \(-\tfrac32\operatorname{tr}(QPX)\).

Taking \(Q=1\), \(\operatorname{tr}G\) changes by \(w\operatorname{tr}(PX)\). Taking \(Q=P\), \(\operatorname{tr}(PG)\) and \(I(P,A)\) change by \(w\operatorname{tr}(P^2X)\) and \(-\tfrac32\operatorname{tr}(P^2X)\). Both \(P\) and \(P^2\) are symmetric, since \((PP)^T=P^TP^T=PP\), so all three changes are zero.

The shift also respects the structure of the quadrupole indices. The added terms are symmetric in \(l,j\), and their trace over \(l=j\) is \(-3(Pa)_k+3(Pa)_k=0\).

## Non-symmetric \(P\) and a second tensor \(Q\)

For \(w\neq0\), \(\operatorname{tr}G\) is unchanged by all shifts only if \(\operatorname{tr}(PX)=0\) for all \(a\), that is, only if \(P\) is symmetric.

Now let \(P\) be symmetric again, and let \(Q\) be a second symmetric tensor, for example the polarizability derivative along another coordinate, while \(P\) still generates the shift. Because \((QP)^T=PQ\), the product \(QP\) is symmetric exactly when \(QP=PQ\). For \(w\ne0\), each of \(\operatorname{tr}(QG)\) and \(I(Q,A)\) is therefore unchanged by all shifts exactly when \(Q\) and \(P\) commute. With \(P=\operatorname{diag}(1,0,0)\) and \(Q_{01}=Q_{10}=1\) as the only nonzero entries of \(Q\), for instance, \(\operatorname{tr}(QPX)=-a_2\). The combination \(\tfrac32\operatorname{tr}(QG)+w\,I(Q,A)\) changes by \(\tfrac32w\operatorname{tr}(QPX)-\tfrac32w\operatorname{tr}(QPX)=0\) whether they commute or not.

## Tensors and hypotheses in Lean

`Tensor2` is the type of real \(3\times3\) matrices and `Tensor3` that of real arrays with three indices. `eps` and `crossMat` are written out entry by entry, `shiftG` and `shiftA` are the two laws, `quadInv Q A` is \(I(Q,A)\), and `alphaG`, `betaG`, `betaA` are the invariants. The term `trace (P * G)` is \(\sum_{ij}P_{ij}G_{ji}\), equal to the customary \(\sum_{ij}P_{ij}G_{ij}\) when \(P\) is symmetric.

`origin_invariance` says: for every real `w`, every vector `a`, every `P` with `P.IsSymm`, and all `G` and `A`, the three contractions take the same value after the shift as before. `A` need be neither symmetric nor traceless there. `roa_invariants` says the same of the three invariants, with `w` and `ω` as unrelated reals, so it holds for either sign convention. `trace_shiftG_iff`, `cross_combination` and `cross_terms_iff` are the three statements about non-symmetric \(P\) and a second tensor. The hypothesis `w ≠ 0`, which stands for nonzero frequency, covers the whole of `cross_terms_iff`, although `w` is absent from its quadrupole half.

The shift laws are definitions, and their origin in the multipole operators is described above without being formalised. The symmetry of \(P\) is assumed. Complex tensors near resonance, the orientational average that produces the invariants, and the intensity formulas built from them lie beyond the theorems. For a vibrational band in the Placzek approximation \(P\), \(G\), \(A\) are derivatives along a normal coordinate, and for a shift \(a\) that does not depend on that coordinate they obey the same laws, because these are linear in the tensors.

```lean
import Mathlib

open Matrix

namespace RamanOpticalActivityOrigin

noncomputable section

/-- Real Cartesian tensors of rank two. -/
abbrev Tensor2 := Matrix (Fin 3) (Fin 3) ℝ

/-- Real Cartesian tensors of rank three. -/
abbrev Tensor3 := Fin 3 → Fin 3 → Fin 3 → ℝ

/-- The Levi-Civita symbol `ε_ikl`. -/
def eps : Tensor3 :=
  ![![![0, 0, 0], ![0, 0, 1], ![0, -1, 0]],
    ![![0, 0, -1], ![0, 0, 0], ![1, 0, 0]],
    ![![0, 1, 0], ![-1, 0, 0], ![0, 0, 0]]]

/-- The cross-product matrix `X` of the vector `a`. -/
def crossMat (a : Fin 3 → ℝ) : Tensor2 :=
  !![0, -a 2, a 1; a 2, 0, -a 0; -a 1, a 0, 0]

/-- The electric dipole-magnetic dipole tensor after an origin shift `a`: `G + w P X`,
with `P` the polarizability. -/
def shiftG (w : ℝ) (a : Fin 3 → ℝ) (P G : Tensor2) : Tensor2 :=
  G + w • (P * crossMat a)

/-- The electric dipole-electric quadrupole tensor after an origin shift `a`:
`A_klj - (3/2)(a_l P_kj + a_j P_kl) + δ_lj (P a)_k`. -/
def shiftA (a : Fin 3 → ℝ) (P : Tensor2) (A : Tensor3) : Tensor3 := fun k l j =>
  A k l j - 3 / 2 * (a l * P k j + a j * P k l) + if l = j then (P *ᵥ a) k else 0

/-- The quadrupole contraction `∑ Q_ij ε_ikl A_klj`. -/
def quadInv (Q : Tensor2) (A : Tensor3) : ℝ :=
  ∑ i, ∑ j, ∑ k, ∑ l, Q i j * eps i k l * A k l j

/-- The isotropic invariant `αG' = (1/9) tr P tr G`. -/
def alphaG (P G : Tensor2) : ℝ := trace P * trace G / 9

/-- The magnetic anisotropic invariant `β(G')² = (3 tr(P G) - tr P tr G) / 2`. -/
def betaG (P G : Tensor2) : ℝ := (3 * trace (P * G) - trace P * trace G) / 2

/-- The quadrupole anisotropic invariant `β(A)² = (ω/2) ∑ P_ij ε_ikl A_klj`. -/
def betaA (ω : ℝ) (P : Tensor2) (A : Tensor3) : ℝ := ω / 2 * quadInv P A

/-- Both `X v` and `∑ ε_ikl a_k v_l` give the cross product `a × v`. -/
theorem crossMat_eps_cross (a v : Fin 3 → ℝ) :
    crossMat a *ᵥ v = crossProduct a v ∧
      ∀ i, ∑ k, ∑ l, eps i k l * a k * v l = crossProduct a v i := by
  constructor
  · ext i
    fin_cases i <;>
      simp [crossMat, cross_apply, mulVec, dotProduct, Fin.sum_univ_three] <;> ring
  · intro i
    fin_cases i <;> simp [eps, cross_apply, Fin.sum_univ_three] <;> ring

/-- If `A` is symmetric and traceless in its two quadrupole indices, so is the shifted `A`. -/
theorem shiftA_symm_traceless (a : Fin 3 → ℝ) (P : Tensor2) (A : Tensor3)
    (hs : ∀ k l j, A k l j = A k j l) (ht : ∀ k, ∑ l, A k l l = 0) :
    (∀ k l j, shiftA a P A k l j = shiftA a P A k j l) ∧
      ∀ k, ∑ l, shiftA a P A k l l = 0 := by
  constructor
  · intro k l j
    by_cases h : l = j
    · subst h
      rfl
    · simp only [shiftA, if_neg h, if_neg (Ne.symm h)]
      rw [hs k l j]
      ring
  · intro k
    -- the trace of the shift is `-3 (P a)_k + 3 (P a)_k`
    have h := ht k
    simp [shiftA, Fin.sum_univ_three, mulVec, dotProduct] at h ⊢
    linarith

/-- `tr(S X)` vanishes for every shift vector exactly when `S` is symmetric. -/
theorem trace_mul_crossMat_iff (S : Tensor2) :
    (∀ a, trace (S * crossMat a) = 0) ↔ S.IsSymm := by
  -- the trace pairs `a` with the axial vector of the antisymmetric part of `S`
  have key : ∀ a : Fin 3 → ℝ, trace (S * crossMat a) =
      a 0 * (S 1 2 - S 2 1) + a 1 * (S 2 0 - S 0 2) + a 2 * (S 0 1 - S 1 0) := by
    intro a
    simp [trace_fin_three, crossMat, mul_apply, Fin.sum_univ_three]
    ring
  constructor
  · intro h
    have h0 := h ![1, 0, 0]
    have h1 := h ![0, 1, 0]
    have h2 := h ![0, 0, 1]
    rw [key] at h0 h1 h2
    simp at h0 h1 h2
    have e12 : S 2 1 = S 1 2 := by linarith
    have e02 : S 2 0 = S 0 2 := by linarith
    have e01 : S 1 0 = S 0 1 := by linarith
    apply Matrix.IsSymm.ext
    intro i j
    fin_cases i <;> fin_cases j <;> simp [e01, e02, e12]
  · intro h a
    rw [key, h.apply 0 1, h.apply 0 2, h.apply 1 2]
    ring

/-- Under an origin shift `tr(Q G)` changes by `w tr(Q P X)`, for arbitrary `Q` and `P`. -/
theorem trace_mul_shiftG (w : ℝ) (a : Fin 3 → ℝ) (P Q G : Tensor2) :
    trace (Q * shiftG w a P G) = trace (Q * G) + w * trace (Q * P * crossMat a) := by
  simp only [shiftG, Matrix.mul_add, Matrix.mul_smul, trace_add, trace_smul, smul_eq_mul,
    Matrix.mul_assoc]

/-- For symmetric `P` and `Q` the contraction `∑ Q_ij ε_ikl A_klj` changes by
`-(3/2) tr(Q P X)` under an origin shift. -/
theorem quadInv_shiftA (a : Fin 3 → ℝ) {P Q : Tensor2} (hP : P.IsSymm) (hQ : Q.IsSymm)
    (A : Tensor3) :
    quadInv Q (shiftA a P A) = quadInv Q A - 3 / 2 * trace (Q * P * crossMat a) := by
  -- symmetry of `P` removes the `a_j P_kl` term, symmetry of `Q` the `δ_lj` term
  have p01 := hP.apply 0 1
  have p02 := hP.apply 0 2
  have p12 := hP.apply 1 2
  have q01 := hQ.apply 0 1
  have q02 := hQ.apply 0 2
  have q12 := hQ.apply 1 2
  simp [quadInv, shiftA, eps, crossMat, trace_fin_three, mul_apply, mulVec, dotProduct,
    Fin.sum_univ_three, p01, p02, p12, q01, q02, q12]
  ring

/-- Origin independence: for a symmetric polarizability `P` the quantities `tr G`, `tr(P G)`
and `∑ P_ij ε_ikl A_klj` are unchanged by the origin shift of `G` and `A`. -/
theorem origin_invariance (w : ℝ) (a : Fin 3 → ℝ) {P : Tensor2} (hP : P.IsSymm)
    (G : Tensor2) (A : Tensor3) :
    trace (shiftG w a P G) = trace G ∧
      trace (P * shiftG w a P G) = trace (P * G) ∧
      quadInv P (shiftA a P A) = quadInv P A := by
  have hPP : (P * P).IsSymm := by
    show (P * P)ᵀ = P * P
    rw [transpose_mul, hP.eq]
  -- both `P` and `P²` are symmetric, so their traces against `X` vanish
  have h1 := (trace_mul_crossMat_iff P).mpr hP a
  have h2 := (trace_mul_crossMat_iff (P * P)).mpr hPP a
  refine ⟨?_, ?_, ?_⟩
  · have h := trace_mul_shiftG w a P 1 G
    simp only [Matrix.one_mul] at h
    rw [h, h1]
    ring
  · rw [trace_mul_shiftG, h2]
    ring
  · rw [quadInv_shiftA a hP hP, h2]
    ring

/-- For symmetric `P` the invariants `αG'`, `β(G')²` and `β(A)²` are unchanged by the
origin shift. -/
theorem roa_invariants (w ω : ℝ) (a : Fin 3 → ℝ) {P : Tensor2} (hP : P.IsSymm)
    (G : Tensor2) (A : Tensor3) :
    alphaG P (shiftG w a P G) = alphaG P G ∧ betaG P (shiftG w a P G) = betaG P G ∧
      betaA ω P (shiftA a P A) = betaA ω P A := by
  obtain ⟨h1, h2, h3⟩ := origin_invariance w a hP G A
  unfold alphaG betaG betaA
  rw [h1, h2, h3]
  exact ⟨rfl, rfl, rfl⟩

/-- For `w ≠ 0`, `tr G` is unchanged by every origin shift exactly when `P` is symmetric. -/
theorem trace_shiftG_iff {w : ℝ} (hw : w ≠ 0) (P G : Tensor2) :
    (∀ a, trace (shiftG w a P G) = trace G) ↔ P.IsSymm := by
  rw [← trace_mul_crossMat_iff P]
  refine forall_congr' fun a => ?_
  have h := trace_mul_shiftG w a P 1 G
  simp only [Matrix.one_mul] at h
  rw [h]
  constructor
  · intro e
    have e' : w * trace (P * crossMat a) = 0 := by linarith
    exact (mul_eq_zero.mp e').resolve_left hw
  · intro e
    rw [e]
    ring

/-- For symmetric `P` and `Q` the combination `(3/2) tr(Q G) + w ∑ Q_ij ε_ikl A_klj` is
unchanged by the origin shift generated by `P`. -/
theorem cross_combination (w : ℝ) (a : Fin 3 → ℝ) {P Q : Tensor2} (hP : P.IsSymm)
    (hQ : Q.IsSymm) (G : Tensor2) (A : Tensor3) :
    3 / 2 * trace (Q * shiftG w a P G) + w * quadInv Q (shiftA a P A) =
      3 / 2 * trace (Q * G) + w * quadInv Q A := by
  rw [trace_mul_shiftG, quadInv_shiftA a hP hQ]
  ring

/-- For symmetric `P`, `Q` and `w ≠ 0`, each of `tr(Q G)` and `∑ Q_ij ε_ikl A_klj` is
unchanged by every origin shift exactly when `Q` and `P` commute. -/
theorem cross_terms_iff {w : ℝ} (hw : w ≠ 0) {P Q : Tensor2} (hP : P.IsSymm)
    (hQ : Q.IsSymm) (G : Tensor2) (A : Tensor3) :
    ((∀ a, trace (Q * shiftG w a P G) = trace (Q * G)) ↔ Q * P = P * Q) ∧
      ((∀ a, quadInv Q (shiftA a P A) = quadInv Q A) ↔ Q * P = P * Q) := by
  -- a product of symmetric matrices is symmetric iff they commute
  have hc : (Q * P).IsSymm ↔ Q * P = P * Q := by
    show (Q * P)ᵀ = Q * P ↔ Q * P = P * Q
    rw [transpose_mul, hP.eq, hQ.eq]
    exact eq_comm
  rw [← hc, ← trace_mul_crossMat_iff (Q * P)]
  constructor
  · refine forall_congr' fun a => ?_
    rw [trace_mul_shiftG]
    constructor
    · intro e
      have e' : w * trace (Q * P * crossMat a) = 0 := by linarith
      exact (mul_eq_zero.mp e').resolve_left hw
    · intro e
      rw [e]
      ring
  · refine forall_congr' fun a => ?_
    rw [quadInv_shiftA a hP hQ]
    constructor <;> intro e <;> linarith

end

end RamanOpticalActivityOrigin
```

```lean
#print axioms RamanOpticalActivityOrigin.origin_invariance
#print axioms RamanOpticalActivityOrigin.roa_invariants
#print axioms RamanOpticalActivityOrigin.cross_combination
#print axioms RamanOpticalActivityOrigin.cross_terms_iff
```

```
'RamanOpticalActivityOrigin.origin_invariance' depends on axioms: [propext, Classical.choice, Quot.sound]
'RamanOpticalActivityOrigin.roa_invariants' depends on axioms: [propext, Classical.choice, Quot.sound]
'RamanOpticalActivityOrigin.cross_combination' depends on axioms: [propext, Classical.choice, Quot.sound]
'RamanOpticalActivityOrigin.cross_terms_iff' depends on axioms: [propext, Classical.choice, Quot.sound]
```

## From index manipulation to tactics

`crossMat_eps_cross` fixes the signs by checking, component by component with `fin_cases`, that `crossMat a *ᵥ v` and the sum over `eps` both give Mathlib's `crossProduct a v`. `shiftA_symm_traceless` separates \(l=j\), where symmetry is trivial, from \(l\ne j\), where the \(\delta\) term drops; for the trace it expands the sums and `linarith` performs the cancellation \(-3+3\).

In `trace_mul_crossMat_iff`, `key` is the three-bracket formula. One direction evaluates it at `![1, 0, 0]` and the other two unit vectors, and the reverse direction substitutes the off-diagonal equalities. `trace_mul_shiftG` is linearity of the trace together with associativity. `quadInv_shiftA` does not treat the three terms separately: it records the six off-diagonal equalities `p01` to `q12`, expands every sum over the explicit entries, and lets `ring` confirm the polynomial identity that the index argument predicts.

`origin_invariance` proves `hPP`, the symmetry of \(P^2\), obtains the vanishing traces `h1` and `h2`, and inserts them into the two shift formulas at \(Q=1\) and \(Q=P\). `roa_invariants` rewrites the definitions with these equalities. `trace_shiftG_iff` and `cross_terms_iff` compare both sides for each `a` by `forall_congr'` and cancel `w` with `mul_eq_zero`; in the latter, `hc` turns symmetry of \(QP\) into commutation. `cross_combination` adds the two shift formulas.

## The position of the dipole index

In \(I(Q,A)\) the Levi-Civita symbol contracts the dipole index \(k\) with one quadrupole index \(l\). Writing \(A_{jkl}\) for \(A_{klj}\) puts both quadrupole indices on \(\varepsilon_{ikl}\), and the sum is then zero for every \(A\) symmetric in them. Invariance of that expression would be true for any \(P\) and would say nothing about \(\beta(A)^2\). With the order in `quadInv`, the change \(-\tfrac32\operatorname{tr}(QPX)\) equals \(\tfrac32a_2\) in the example above, which is nonzero whenever \(a_2\neq0\).

## Tensors from sums over states

A more microscopic model would take a Hamiltonian \(H\) and multipole operators on a finite-dimensional state space and define \(P\), \(G\), \(A\) by sums over states. The law for \(A\) would then follow from the shift of \(\Theta\), while the law for \(G\) would rest on an additional relation between velocity and dipole: it suffices that the dipole-velocity operator in the shift of \(m\) equals \(\tfrac{i}{\hbar}[H,\mu]\), and only its matrix elements between the reference state and the intermediate states enter. That relation generally fails in a finite basis of field-independent orbitals, where the matrix multiplying \(X\) is a mixed dipole–velocity response that need not be symmetric. Within the real \(3\times3\) model with a postulated shift law, `trace_shiftG_iff` applied to such a matrix shows that the computed \(\operatorname{tr}G\) then depends on the origin whenever an antisymmetric part is present and \(w\neq0\).
